# In finite dimension, spin symmetry makes an energy level containing a state of spin component μ at least (|2μ|+1)-fold degenerate

**Q:** I diagonalise an isotropic Heisenberg cluster in the sector with total spin component $S_z=2$ and find an energy $E$. A colleague says that $E$ occurs at least five times in the full spectrum. What exactly forces that?

**A:** The ladder operators. Write $Z=S_z$, $P=S_+$, $M=S_-$ with $\hbar=1$, so that $[Z,P]=P$, $[Z,M]=-M$ and $[P,M]=2Z$, and let $H$ commute with $P$ and $M$. Start with a top state: $v\neq0$, $Pv=0$, $Zv=mv$, $Hv=Ev$. Put $v_k=M^kv$. Since $ZM=MZ-M$ and $HM=MH$,

$$Zv_k=(m-k)v_k,\qquad Hv_k=Ev_k .$$

The nonzero $v_k$ have distinct $Z$-values, so they are linearly independent, and all of them have energy $E$. The space is finite-dimensional, so there is a last nonzero one, $v_n$, with $v_{n+1}=0$.

**Q:** That gives $n+1$ states. Why should $n$ be $2m$?

**A:** Because raising undoes lowering up to a known factor:

$$Pv_{k+1}=(k+1)(2m-k)\,v_k .$$

For $k=0$, $PMv=MPv+2Zv=2mv$. If the formula holds for $k$, then

$$Pv_{k+2}=MPv_{k+1}+2Zv_{k+1}=\big[(k+1)(2m-k)+2(m-k-1)\big]v_{k+1},$$

and the bracket equals $(k+2)(2m-k-1)$. Now set $k=n$: the left side vanishes, $v_n\neq0$ and $n+1\neq0$, so $2m=n$.

**Q:** My state in the $S_z=2$ sector need not be a top state.

**A:** Then climb first. If $Zv=\mu v$, some $P^kv$ is the last nonzero state on the way up. It has energy $E$ and $Z$-value $\mu+k$, so $2(\mu+k)=n$ is a natural number and the level has dimension at least $n+1\ge2\mu+1$. Exchanging $P$ and $M$ and replacing $Z$ by $-Z$ preserves the relations, and gives at least $-2\mu+1$ as well. For $\mu=2$ the bound is five.

**Q:** How does the formal version encode this? I worry that it assumes the multiplet.

**A:** It assumes only operator identities. `V` is a complex vector space, `End ℂ V` holds its linear operators, and `*` is composition.

In Lean 4 with Mathlib:

```lean
import Mathlib

open Matrix Module

namespace SpinMultipletDegeneracy

noncomputable section

variable {V : Type*} [AddCommGroup V] [Module ℂ V]

/-- The operators Z, P, M obey the spin commutation relations, and the Hamiltonian H commutes
with the raising operator P and the lowering operator M. -/
structure SpinSymmetric (H Z P M : End ℂ V) : Prop where
  raise : Z * P - P * Z = P
  lower : Z * M - M * Z = -M
  comm : P * M - M * P = (2 : ℂ) • Z
  H_raise : H * P = P * H
  H_lower : H * M = M * H
```

`SpinSymmetric` lists the three commutators and the two symmetry conditions on $H$. The latter say that the Hamiltonian has no preferred spin axis: a field or an anisotropy would generally break them. Commutation with $Z$ is implied, since $Z$ is half of $[P,M]$.

```lean
/-- Reversing the quantization axis exchanges raising and lowering operators and preserves
the spin symmetry. -/
theorem SpinSymmetric.reflect {H Z P M : End ℂ V} (h : SpinSymmetric H Z P M) :
    SpinSymmetric H (-Z) M P where
  raise := by
    have e : -Z * M - M * -Z = -(Z * M - M * Z) := by noncomm_ring
    rw [e, h.lower, neg_neg]
  lower := by
    have e : -Z * P - P * -Z = -(Z * P - P * Z) := by noncomm_ring
    rw [e, h.raise]
  comm := by
    have e : M * P - P * M = -(P * M - M * P) := by noncomm_ring
    rw [e, h.comm, smul_neg]
  H_raise := h.H_lower
  H_lower := h.H_raise
```

This is the axis reversal used above.

**Q:** There is no inner product. Where is Hermiticity?

**A:** Nowhere, and it isn't needed. Even $m$ and $\mu$ enter as complex numbers; that $2m$ and $2\mu$ are integers is a conclusion. The degeneracy is `finrank ℂ (End.eigenspace H E)`, the number of independent solutions of $H\psi=E\psi$. The theorems bound it from below, so accidental degeneracy may add to it. The theorems also assume finite dimension. A finite spin cluster meets this, and so do electrons in a finite set of orbitals; a full orbital Hilbert space does not, so the theorems as stated don't cover it.

**Q:** Then take me through the proof.

**A:** The first two lemmas follow one ladder operator $L$ with $[Z,L]=sL$. Both are inductions on the number of steps, applying the commutator to the state $L^kv$.

```lean
/-- If L shifts the Z-value by s, then k applications of L shift it by k s. -/
theorem ladder_weight {Z L : End ℂ V} {s μ : ℂ} {v : V}
    (hL : Z * L - L * Z = s • L) (hZ : Z v = μ • v) (k : ℕ) :
    Z ((L ^ k) v) = (μ + k * s) • (L ^ k) v := by
  induction k with
  | zero => simp [hZ]
  | succ k ih =>
    have h := LinearMap.congr_fun hL ((L ^ k) v)
    simp only [LinearMap.sub_apply, Module.End.mul_apply, LinearMap.smul_apply] at h
    rw [ih, map_smul] at h
    rw [pow_succ', Module.End.mul_apply, sub_eq_iff_eq_add.mp h]
    push_cast
    module

/-- A ladder operator commuting with H leaves the energy unchanged. -/
theorem ladder_energy {H L : End ℂ V} {E : ℂ} {v : V}
    (hH : H * L = L * H) (hE : H v = E • v) (k : ℕ) :
    H ((L ^ k) v) = E • (L ^ k) v := by
  induction k with
  | zero => simp [hE]
  | succ k ih =>
    have h := LinearMap.congr_fun hH ((L ^ k) v)
    simp only [Module.End.mul_apply] at h
    rw [pow_succ', Module.End.mul_apply, h, ih, map_smul]
```

Next comes the counting. If $L^nv\neq0$, no earlier state vanishes either. Mathlib's theorem on eigenvectors with distinct eigenvalues gives independence, and `w` places the same states inside the energy level.

```lean
variable [FiniteDimensional ℂ V]

/-- If n steps along a symmetry ladder give a nonzero state, the energy level has dimension
at least n + 1. -/
theorem ladder_count {H Z L : End ℂ V} {s μ E : ℂ} {v : V} (hs : s ≠ 0)
    (hL : Z * L - L * Z = s • L) (hH : H * L = L * H)
    (hZ : Z v = μ • v) (hE : H v = E • v) (n : ℕ) (hn : (L ^ n) v ≠ 0) :
    n + 1 ≤ finrank ℂ (End.eigenspace H E) := by
  have hnz : ∀ i ≤ n, (L ^ i) v ≠ 0 := by
    intro i hi h0
    apply hn
    rw [← Nat.sub_add_cancel hi, pow_add, Module.End.mul_apply, h0, map_zero]
  -- distinct Z-values make the ladder states independent
  have hind : LinearIndependent ℂ (fun i : Fin (n + 1) => (L ^ (i : ℕ)) v) := by
    apply Module.End.eigenvectors_linearIndependent' Z
      (fun i : Fin (n + 1) => μ + ((i : ℕ) : ℂ) * s)
    · intro i j h
      have h' : μ + ((i : ℕ) : ℂ) * s = μ + ((j : ℕ) : ℂ) * s := h
      have h2 := mul_right_cancel₀ hs (add_left_cancel h')
      exact Fin.ext (by exact_mod_cast h2)
    · intro i
      exact ⟨Module.End.mem_eigenspace_iff.mpr (ladder_weight hL hZ i),
        hnz i (Nat.lt_succ_iff.mp i.isLt)⟩
  -- all of them lie in the same energy level
  let w : Fin (n + 1) → End.eigenspace H E := fun i =>
    ⟨(L ^ (i : ℕ)) v, Module.End.mem_eigenspace_iff.mpr (ladder_energy hH hE i)⟩
  have hw : LinearIndependent ℂ w :=
    LinearIndependent.of_comp (End.eigenspace H E).subtype hind
  simpa using hw.fintype_card_le_finrank
```

Termination reuses the count with $H=0$ and $E=0$, where the level is the whole space. A ladder that never ended would put $d+1$ independent states in a space of dimension $d$.

```lean
/-- In finite dimension a ladder starting from a nonzero state has a last nonzero state. -/
theorem ladder_terminates {Z L : End ℂ V} {s μ : ℂ} {v : V} (hs : s ≠ 0)
    (hL : Z * L - L * Z = s • L) (hZ : Z v = μ • v) (hv : v ≠ 0) :
    ∃ k : ℕ, (L ^ k) v ≠ 0 ∧ (L ^ (k + 1)) v = 0 := by
  by_contra h
  have hall : ∀ k : ℕ, (L ^ k) v ≠ 0 := by
    intro k
    induction k with
    | zero => simpa using hv
    | succ k ih => exact fun h0 => h ⟨k, ih, h0⟩
  have hc := ladder_count (H := (0 : End ℂ V)) (E := 0) hs hL (by simp) hZ (by simp)
    (finrank ℂ (End.eigenspace (0 : End ℂ V) 0)) (hall _)
  exact Nat.not_succ_le_self _ hc
```

**Q:** And the theorem about the top state?

**A:** In `multiplet_degeneracy`, `key` is $PM=MP+2Z$ applied to a vector, and `back` is the raising formula, with `module` doing the algebra of the bracket. The last lines cancel the nonzero factors to get $2m=n$.

```lean
/-- If [Z, M] = -M, [P, M] = 2Z and H commutes with M, then a nonzero state of energy E annihilated
by P, with Z-value m, forces 2m to be a natural number and the energy level to have dimension at
least 2m + 1. -/
theorem multiplet_degeneracy {H Z P M : End ℂ V} {m E : ℂ} {v : V}
    (hZM : Z * M - M * Z = -M) (hPM : P * M - M * P = (2 : ℂ) • Z)
    (hHM : H * M = M * H) (hv : v ≠ 0) (hP : P v = 0)
    (hZ : Z v = m • v) (hE : H v = E • v) :
    ∃ n : ℕ, 2 * m = n ∧ n + 1 ≤ finrank ℂ (End.eigenspace H E) := by
  have hL : Z * M - M * Z = (-1 : ℂ) • M := by rw [hZM, neg_one_smul]
  have hs : (-1 : ℂ) ≠ 0 := by norm_num
  have key : ∀ w, P (M w) = M (P w) + (2 : ℂ) • Z w := by
    intro w
    have h := LinearMap.congr_fun hPM w
    simp only [LinearMap.sub_apply, Module.End.mul_apply, LinearMap.smul_apply] at h
    exact sub_eq_iff_eq_add'.mp h
  -- raising a lowered state gives back the previous one with a known factor
  have back : ∀ k : ℕ, P ((M ^ (k + 1)) v) = (((k : ℂ) + 1) * (2 * m - k)) • (M ^ k) v := by
    intro k
    induction k with
    | zero =>
      simp only [zero_add, pow_one, pow_zero, Module.End.one_apply]
      rw [key, hP, map_zero, hZ]
      push_cast
      module
    | succ k ih =>
      rw [pow_succ' M (k + 1), Module.End.mul_apply, key, ih, map_smul,
        ladder_weight hL hZ (k + 1), ← Module.End.mul_apply M (M ^ k), ← pow_succ' M k]
      push_cast
      module
  obtain ⟨k, hk, hk1⟩ := ladder_terminates hs hL hZ hv
  refine ⟨k, ?_, ladder_count hs hL hHM hZ hE k hk⟩
  -- at the end of the ladder the factor must vanish
  have h0 := back k
  rw [hk1, map_zero] at h0
  have h1 := (smul_eq_zero.mp h0.symm).resolve_right hk
  have h2 : (k : ℂ) + 1 ≠ 0 := by exact_mod_cast Nat.succ_ne_zero k
  exact sub_eq_zero.mp ((mul_eq_zero.mp h1).resolve_left h2)
```

Its hypotheses are fewer than you might expect: $[Z,P]=P$ and $HP=PH$ are absent, because this part of the argument only walks downwards. Finite dimension, declared by the `variable` line before `ladder_count`, is still assumed here and in the next theorem: it is what makes the ladder end.

**Q:** They must return when you climb.

**A:** They do, through `SpinSymmetric`. The internal statement `climb` is applied once as it stands and once to the reflected operators. The integer `z` is $2\mu$, `z.natAbs` is $|2\mu|$, and `omega` combines the two bounds.

```lean
/-- Under spin symmetry, any state of energy E and Z-value μ forces 2μ to be an integer and
the energy level to have dimension at least |2μ| + 1. -/
theorem degeneracy_of_any_component {H Z P M : End ℂ V} (h : SpinSymmetric H Z P M)
    {μ E : ℂ} {v : V} (hv : v ≠ 0) (hZ : Z v = μ • v) (hE : H v = E • v) :
    ∃ z : ℤ, 2 * μ = z ∧ z.natAbs + 1 ≤ finrank ℂ (End.eigenspace H E) := by
  -- climb to the top of the ladder and use the multiplet theorem there
  have climb : ∀ {Z P M : End ℂ V} {μ : ℂ}, SpinSymmetric H Z P M → Z v = μ • v →
      ∃ n k : ℕ, 2 * (μ + k) = n ∧ n + 1 ≤ finrank ℂ (End.eigenspace H E) := by
    intro Z P M μ h hZ
    have hL : Z * P - P * Z = (1 : ℂ) • P := by rw [h.raise, one_smul]
    obtain ⟨k, hk, hk1⟩ := ladder_terminates one_ne_zero hL hZ hv
    rw [pow_succ', Module.End.mul_apply] at hk1
    obtain ⟨n, hn, hd⟩ := multiplet_degeneracy h.lower h.comm h.H_lower hk hk1
      (ladder_weight hL hZ k) (ladder_energy h.H_raise hE k)
    exact ⟨n, k, by rw [← hn, mul_one], hd⟩
  obtain ⟨n, k, h1, d1⟩ := climb h hZ
  -- the reversed axis covers negative components
  obtain ⟨n', k', h2, d2⟩ := climb (μ := -μ) h.reflect
    (by rw [LinearMap.neg_apply, hZ, neg_smul])
  have hc : (n : ℂ) - 2 * k = 2 * k' - n' := by linear_combination -h1 - h2
  have hz : (n : ℤ) - 2 * k = 2 * k' - n' := by exact_mod_cast hc
  refine ⟨(n : ℤ) - 2 * k, ?_, by omega⟩
  push_cast
  linear_combination h1
```

For exact diagonalisation of a finite cluster with full spin symmetry, this gives a check on a complete computed spectrum, with all spin components included: an energy found at spin component $\mu$ must appear at least $|2\mu|+1$ times, up to rounding.

**Q:** My cluster also has a reflection symmetry $K$. Does the multiplet stay within one parity?

**A:** Yes, if $K$ commutes with $M$ and the top state satisfies $Kv=\kappa v$. Then $KM^kv=\kappa M^kv$, by the same step that preserves the energy, so the joint eigenspace of $H$ and $K$ has dimension at least $2m+1$. That variant is an argument by hand and has no theorem in the code here.

**Q:** Show me a system where the bound is reached.

**A:** Two spins one half, with the exchange operator as $H$. It equals $2\,\mathbf S_1\cdot\mathbf S_2+\tfrac12$, so its levels are those of a Heisenberg dimer up to scale and shift. `op` turns a matrix into an operator, in the basis up-up, up-down, down-up, down-down.

```lean
/-- The operator on two spins one half given by a matrix in the basis
up-up, up-down, down-up, down-down. -/
def op (A : Matrix (Fin 4) (Fin 4) ℂ) : End ℂ (Fin 4 → ℂ) := Matrix.toLinAlgEquiv' A

/-- The total spin component along the axis for two spins one half. -/
def dimerZ : Matrix (Fin 4) (Fin 4) ℂ := !![1,0,0,0; 0,0,0,0; 0,0,0,0; 0,0,0,-1]

/-- The total raising operator for two spins one half. -/
def dimerP : Matrix (Fin 4) (Fin 4) ℂ := !![0,1,1,0; 0,0,0,1; 0,0,0,1; 0,0,0,0]

/-- The total lowering operator for two spins one half. -/
def dimerM : Matrix (Fin 4) (Fin 4) ℂ := !![0,0,0,0; 1,0,0,0; 1,0,0,0; 0,1,1,0]

/-- The exchange operator, which swaps the two spins. -/
def exchange : Matrix (Fin 4) (Fin 4) ℂ := !![1,0,0,0; 0,0,1,0; 0,1,0,0; 0,0,0,1]
```

The up-up state is a top state with $m=1$ and exchange eigenvalue $1$. Lowering it once gives up-down plus down-up, which is $\sqrt2$ times the normalised triplet state. The required identities are checked entry by entry.

```lean
/-- The exchange operator of two spins one half has spin symmetry, and the up-up state is
annihilated by the raising operator, with Z-value 1 and exchange eigenvalue 1. -/
theorem dimer_witness :
    SpinSymmetric (op exchange) (op dimerZ) (op dimerP) (op dimerM) ∧
    op dimerP ![1,0,0,0] = 0 ∧ op dimerZ ![1,0,0,0] = (1 : ℂ) • ![1,0,0,0] ∧
    op exchange ![1,0,0,0] = (1 : ℂ) • ![1,0,0,0] := by
  have hm : ∀ A B, op (A * B) = op A * op B := fun A B => map_mul Matrix.toLinAlgEquiv' A B
  have hs : ∀ A B, op (A - B) = op A - op B := fun A B => map_sub Matrix.toLinAlgEquiv' A B
  have hn : ∀ A, op (-A) = -op A := fun A => map_neg Matrix.toLinAlgEquiv' A
  have hc : ∀ (c : ℂ) A, op (c • A) = c • op A := fun c A => map_smul Matrix.toLinAlgEquiv' c A
  refine ⟨⟨?_, ?_, ?_, ?_, ?_⟩, ?_, ?_, ?_⟩
  · rw [← hm, ← hm, ← hs]
    congr 1
    ext i j
    fin_cases i <;> fin_cases j <;> simp [dimerZ, dimerP]
  · rw [← hm, ← hm, ← hs, ← hn]
    congr 1
    ext i j
    fin_cases i <;> fin_cases j <;> simp [dimerZ, dimerM]
  · rw [← hm, ← hm, ← hs, ← hc]
    congr 1
    ext i j
    fin_cases i <;> fin_cases j <;>
      simp [dimerZ, dimerP, dimerM] <;> norm_num
  · rw [← hm, ← hm]
    congr 1
    ext i j
    fin_cases i <;> fin_cases j <;> simp [exchange, dimerP, Matrix.mul_apply, Fin.sum_univ_four]
  · rw [← hm, ← hm]
    congr 1
    ext i j
    fin_cases i <;> fin_cases j <;> simp [exchange, dimerM, Matrix.mul_apply, Fin.sum_univ_four]
  all_goals
    ext i
    fin_cases i <;>
      simp [op, Matrix.toLinAlgEquiv'_apply, dimerP, dimerZ, exchange, Matrix.mulVec,
        dotProduct, Fin.sum_univ_four]
```

The bound therefore gives at least three states at eigenvalue $1$. The whole space has dimension four, and up-down is not an eigenvector of the exchange, so the level is not the whole space. Its dimension is exactly three: the triplet.

```lean
/-- The level of the exchange operator with eigenvalue 1 has dimension exactly 3. -/
theorem dimer_sharp : finrank ℂ (End.eigenspace (op exchange) 1) = 3 := by
  obtain ⟨h, hP, hZ, hE⟩ := dimer_witness
  have hv : (![1,0,0,0] : Fin 4 → ℂ) ≠ 0 := fun h0 => by simpa using congrFun h0 0
  obtain ⟨n, hn, hd⟩ := multiplet_degeneracy h.lower h.comm h.H_lower hv hP hZ hE
  have hn2 : 2 = n := by
    rw [mul_one] at hn
    exact_mod_cast hn
  -- the up-down state is not an eigenvector, so the level is not the whole space
  have hne : End.eigenspace (op exchange) 1 ≠ ⊤ := by
    intro ht
    have hx : (![0,1,0,0] : Fin 4 → ℂ) ∈ End.eigenspace (op exchange) 1 := by
      rw [ht]
      exact Submodule.mem_top
    have h1 := congrFun (Module.End.mem_eigenspace_iff.mp hx) 1
    simp [op, Matrix.toLinAlgEquiv'_apply, exchange, Matrix.mulVec, dotProduct,
      Fin.sum_univ_four] at h1
  have hlt : finrank ℂ (End.eigenspace (op exchange) 1) < finrank ℂ (Fin 4 → ℂ) :=
    Submodule.finrank_lt hne
  have h4 : finrank ℂ (Fin 4 → ℂ) = 4 := by simp
  omega

end

end SpinMultipletDegeneracy
```

```lean
#print axioms SpinMultipletDegeneracy.degeneracy_of_any_component
-- 'SpinMultipletDegeneracy.degeneracy_of_any_component' depends on axioms: [propext, Classical.choice, Quot.sound]
#print axioms SpinMultipletDegeneracy.dimer_sharp
-- 'SpinMultipletDegeneracy.dimer_sharp' depends on axioms: [propext, Classical.choice, Quot.sound]
```
